# The f-sum rule for lattice fermions with density–density interactions

For finitely many fermionic modes with annihilators $a_p$, creators $c_p=a_p^\dagger$, occupations $n_p=c_pa_p$ and real positions $x_p$, let $H=\sum_{pq}h_{pq}c_pa_q+\sum_{pq}V_{pq}n_pn_q$ with $h$ Hermitian and $V$ real, and let $X=\sum_p x_pn_p$. Every vector $v$ with $Hv=Ev$ then satisfies

$$2\langle Xv,(H-E)Xv\rangle=-\sum_{pq}h_{pq}(x_p-x_q)^2\langle v,c_pa_qv\rangle .$$

```lean
import Mathlib

open scoped InnerProductSpace

noncomputable section

namespace FermionFSumRule

variable {ι A : Type*} [Ring A] [StarRing A]

/-- Canonical anticommutation relations for annihilators `a p` with creators `star (a p)`. -/
structure IsCAR [DecidableEq ι] (a : ι → A) : Prop where
  anti : ∀ p q, a p * a q + a q * a p = 0
  mixed : ∀ p q, a p * star (a q) + star (a q) * a p = if p = q then 1 else 0

/-- The occupation number operator of mode `p`. -/
def num (a : ι → A) (p : ι) : A := star (a p) * a p

variable [Fintype ι] [Algebra ℂ A]

/-- The one-body operator with matrix elements `k p q`. -/
def oneBody (a : ι → A) (k : ι → ι → ℂ) : A :=
  ∑ p, ∑ q, k p q • (star (a p) * a q)

/-- Hopping `h` plus a density-density interaction `V`. -/
def hamiltonian (a : ι → A) (h : ι → ι → ℂ) (V : ι → ι → ℝ) : A :=
  oneBody a h + ∑ p, ∑ q, (V p q : ℂ) • (num a p * num a q)

/-- The total position (dipole) operator for modes located at `x p`. -/
def position (a : ι → A) (x : ι → ℝ) : A :=
  ∑ p, (x p : ℂ) • num a p

variable [DecidableEq ι]

omit [Fintype ι] in
/-- A hop from `q` to `p` raises the occupation of `p` and lowers that of `q` by one. -/
theorem number_hop {a : ι → A} (hc : IsCAR a) (r p q : ι) :
    num a r * (star (a p) * a q) - (star (a p) * a q) * num a r =
      ((if r = p then 1 else 0) - (if r = q then 1 else 0) : ℂ) • (star (a p) * a q) := by
  have hcc : star (a r) * star (a p) + star (a p) * star (a r) = 0 := by
    rw [← star_mul, ← star_mul, ← star_add, hc.anti, star_zero]
  have hqr : a q * star (a r) + star (a r) * a q = if r = q then 1 else 0 := by
    rw [hc.mixed q r]
    exact if_congr eq_comm rfl rfl
  -- write the commutator through anticommutators only
  have key : num a r * (star (a p) * a q) - (star (a p) * a q) * num a r =
      star (a r) * (a r * star (a p) + star (a p) * a r) * a q
      - star (a p) * (a q * star (a r) + star (a r) * a q) * a r
      - (star (a r) * star (a p) + star (a p) * star (a r)) * (a r * a q)
      + star (a p) * star (a r) * (a r * a q + a q * a r) := by
    unfold num
    noncomm_ring
  rw [key, hc.mixed r p, hqr, hcc, hc.anti r q]
  split_ifs <;> subst_vars <;> simp

/-- A hop from `q` to `p` changes the total position by `x p - x q`. -/
theorem position_hop {a : ι → A} (hc : IsCAR a) (x : ι → ℝ) (p q : ι) :
    position a x * (star (a p) * a q) - (star (a p) * a q) * position a x =
      ((x p - x q : ℝ) : ℂ) • (star (a p) * a q) := by
  simp only [position, Finset.sum_mul, Finset.mul_sum, smul_mul_assoc, mul_smul_comm,
    ← Finset.sum_sub_distrib, ← smul_sub, number_hop hc, smul_smul, ← Finset.sum_smul]
  congr 1
  simp [mul_sub, Finset.sum_sub_distrib]

/-- Commuting the position with a one-body operator weights each hop by its displacement. -/
theorem position_oneBody {a : ι → A} (hc : IsCAR a) (x : ι → ℝ) (k : ι → ι → ℂ) :
    position a x * oneBody a k - oneBody a k * position a x =
      oneBody a (fun p q => k p q * ((x p - x q : ℝ) : ℂ)) := by
  simp only [oneBody, Finset.sum_mul, Finset.mul_sum, smul_mul_assoc, mul_smul_comm,
    ← Finset.sum_sub_distrib, ← smul_sub, position_hop hc, smul_smul]

/-- The double commutator `[X, [H, X]]` is a one-body operator in which each hopping amplitude
is weighted by minus the squared displacement. -/
theorem double_commutator {a : ι → A} (hc : IsCAR a) (h : ι → ι → ℂ) (V : ι → ι → ℝ)
    (x : ι → ℝ) :
    position a x * (hamiltonian a h V * position a x - position a x * hamiltonian a h V)
      - (hamiltonian a h V * position a x - position a x * hamiltonian a h V) * position a x =
      -oneBody a (fun p q => h p q * ((x p - x q : ℝ) : ℂ) ^ 2) := by
  have hn : ∀ p, Commute (position a x) (num a p) := fun p => by
    have e := position_hop hc x p p
    simp only [sub_self, Complex.ofReal_zero, zero_smul] at e
    exact sub_eq_zero.mp e
  -- the interaction commutes with the position
  have hV : Commute (position a x) (∑ p, ∑ q, (V p q : ℂ) • (num a p * num a q)) :=
    Commute.sum_right _ _ _ fun p _ => Commute.sum_right _ _ _ fun q _ =>
      ((hn p).mul_right (hn q)).smul_right _
  have h1 : hamiltonian a h V * position a x - position a x * hamiltonian a h V =
      -oneBody a (fun p q => h p q * ((x p - x q : ℝ) : ℂ)) := by
    rw [← position_oneBody hc, hamiltonian, add_mul, mul_add, hV.eq]
    abel
  have h2 := position_oneBody hc x (fun p q => h p q * ((x p - x q : ℝ) : ℂ))
  simp only [mul_assoc, ← pow_two] at h2
  rw [h1, ← h2]
  noncomm_ring

omit [DecidableEq ι] in
/-- The position operator is self-adjoint. -/
theorem position_star [StarModule ℂ A] (a : ι → A) (x : ι → ℝ) :
    star (position a x) = position a x := by
  simp [position, num, star_sum, star_smul, star_mul]

/-- For Hermitian hopping and real interaction the Hamiltonian is self-adjoint. -/
theorem hamiltonian_star [StarModule ℂ A] {a : ι → A} (hc : IsCAR a) {h : ι → ι → ℂ}
    (hh : ∀ p q, star (h p q) = h q p) (V : ι → ι → ℝ) :
    star (hamiltonian a h V) = hamiltonian a h V := by
  have hs : ∀ p, star (num a p) = num a p := fun p => by simp [num]
  have hn : ∀ p q, num a p * num a q = num a q * num a p := fun p q => by
    have e := number_hop hc p q q
    simp only [sub_self, zero_smul] at e
    exact sub_eq_zero.mp e
  rw [hamiltonian, star_add]
  congr 1
  · simp only [oneBody, star_sum, star_smul, star_mul, star_star, hh]
    exact Finset.sum_comm
  · simp only [star_sum]
    refine Finset.sum_congr rfl fun p _ => Finset.sum_congr rfl fun q _ => ?_
    rw [star_smul, star_mul, hs p, hs q, hn q p, Complex.star_def, Complex.conj_ofReal]

section Hilbert

variable {W : Type*} [NormedAddCommGroup W] [InnerProductSpace ℂ W] [CompleteSpace W]

lemma inner_symm {T : W →L[ℂ] W} (hT : star T = T) (u w : W) : ⟪T u, w⟫_ℂ = ⟪u, T w⟫_ℂ := by
  have e := ContinuousLinearMap.adjoint_inner_left T w u
  rwa [← ContinuousLinearMap.star_eq_adjoint, hT] at e

/-- For `H v = E v` with `H` and `X` self-adjoint, `⟪v, [X, [H, X]] v⟫` is twice `⟪X v, (H - E) X
v⟫`. No vector is assumed normalised. -/
theorem inner_double_commutator {H X : W →L[ℂ] W} (hH : star H = H) (hX : star X = X)
    {v : W} {E : ℝ} (hv : H v = (E : ℂ) • v) :
    2 * ⟪X v, H (X v) - (E : ℂ) • X v⟫_ℂ =
      ⟪v, (X * (H * X - X * H) - (H * X - X * H) * X) v⟫_ℂ := by
  have e1 : ⟪v, X (H (X v))⟫_ℂ = ⟪X v, H (X v)⟫_ℂ := (inner_symm hX _ _).symm
  have e2 : ⟪v, X (X (H v))⟫_ℂ = E * ⟪X v, X v⟫_ℂ := by
    rw [hv, map_smul, map_smul, inner_smul_right, ← inner_symm hX v (X v)]
  have e3 : ⟪v, H (X (X v))⟫_ℂ = E * ⟪X v, X v⟫_ℂ := by
    rw [← inner_symm hH v, hv, inner_smul_left, Complex.conj_ofReal, ← inner_symm hX v (X v)]
  change _ = ⟪v, X (H (X v) - X (H v)) - (H (X (X v)) - X (H (X v)))⟫_ℂ
  rw [map_sub, inner_sub_right, inner_sub_right, inner_sub_right, inner_sub_right,
    inner_smul_right, e1, e2, e3]
  ring

/-- The f-sum rule: for `H v = E v`, the unnormalised quantity `2 ⟪X v, (H - E) X v⟫` equals minus
the sum of hopping amplitudes times squared displacements times the matrix elements `⟪v, star (a p)
* a q v⟫`. -/
theorem f_sum_rule {a : ι → W →L[ℂ] W} (hc : IsCAR a) {h : ι → ι → ℂ}
    (hh : ∀ p q, star (h p q) = h q p) (V : ι → ι → ℝ) (x : ι → ℝ) {v : W} {E : ℝ}
    (hv : hamiltonian a h V v = (E : ℂ) • v) :
    2 * ⟪position a x v, hamiltonian a h V (position a x v) - (E : ℂ) • position a x v⟫_ℂ =
      -∑ p, ∑ q, h p q * ((x p - x q : ℝ) : ℂ) ^ 2 * ⟪v, (star (a p) * a q) v⟫_ℂ := by
  rw [inner_double_commutator (hamiltonian_star hc hh V) (position_star a x) hv,
    double_commutator hc]
  simp only [oneBody, neg_apply, sum_apply, smul_apply, inner_neg_right, inner_sum,
    inner_smul_right]

/-- Spectral form of the f-sum rule: excitation energies weighted by squared transition
amplitudes of the position operator, summed over an eigenbasis `b` of `H`. -/
theorem f_sum_rule_spectral {κ : Type*} [Fintype κ] {a : ι → W →L[ℂ] W} (hc : IsCAR a)
    {h : ι → ι → ℂ} (hh : ∀ p q, star (h p q) = h q p) (V : ι → ι → ℝ) (x : ι → ℝ)
    {v : W} {E : ℝ} (hv : hamiltonian a h V v = (E : ℂ) • v)
    (b : OrthonormalBasis κ ℂ W) (ε : κ → ℝ)
    (hb : ∀ k, hamiltonian a h V (b k) = (ε k : ℂ) • b k) :
    2 * ∑ k, ((ε k : ℂ) - E) * (‖⟪b k, position a x v⟫_ℂ‖ : ℂ) ^ 2 =
      -∑ p, ∑ q, h p q * ((x p - x q : ℝ) : ℂ) ^ 2 * ⟪v, (star (a p) * a q) v⟫_ℂ := by
  rw [← f_sum_rule hc hh V x hv, ← b.sum_inner_mul_inner]
  congr 1
  refine Finset.sum_congr rfl fun k _ => ?_
  rw [inner_sub_right, ← inner_symm (hamiltonian_star hc hh V) (b k), hb, inner_smul_left,
    inner_smul_right, Complex.conj_ofReal, ← Complex.conj_mul',
    inner_conj_symm (position a x v) (b k)]
  ring

end Hilbert

/-- Jordan-Wigner matrices of two modes in the basis empty, first, second, both occupied. -/
def jwInt : Fin 2 → Matrix (Fin 4) (Fin 4) ℤ :=
  ![!![0, 1, 0, 0; 0, 0, 0, 0; 0, 0, 0, 1; 0, 0, 0, 0],
    !![0, 0, 1, 0; 0, 0, 0, -1; 0, 0, 0, 0; 0, 0, 0, 0]]

/-- The Jordan-Wigner matrices with complex entries. -/
def jw (p : Fin 2) : Matrix (Fin 4) (Fin 4) ℂ := (Int.castRingHom ℂ).mapMatrix (jwInt p)

/-- The two Jordan-Wigner modes as operators on a four-dimensional Hilbert space. -/
def dimerMode (p : Fin 2) : EuclideanSpace ℂ (Fin 4) →L[ℂ] EuclideanSpace ℂ (Fin 4) :=
  Matrix.toEuclideanCLM (n := Fin 4) (𝕜 := ℂ) (jw p)

/-- A coupling `g` between the two different sites of a dimer. -/
def link {R : Type*} [Zero R] (g : R) (p q : Fin 2) : R := if p = q then 0 else g

lemma jw_car : IsCAR jw := by
  -- decide the relations over the integers, then cast
  have e1 : ∀ p q, jwInt p * jwInt q + jwInt q * jwInt p = 0 := by decide +kernel
  have e2 : ∀ p q, jwInt p * (jwInt q).transpose + (jwInt q).transpose * jwInt p =
      if p = q then 1 else 0 := by decide +kernel
  have hs : ∀ q, star (jw q) = (Int.castRingHom ℂ).mapMatrix (jwInt q).transpose := fun q => by
    ext i j
    simp [jw, Matrix.star_apply]
  refine ⟨fun p q => ?_, fun p q => ?_⟩
  · rw [jw, jw, ← map_mul, ← map_mul, ← map_add, e1, map_zero]
  · rw [hs, jw, ← map_mul, ← map_mul, ← map_add, e2]
    split_ifs
    · exact map_one _
    · exact map_zero _

set_option maxHeartbeats 400000 in
/-- A dimer with hopping amplitude `-t` and interaction coefficients `V 0 1 = V 1 0 = U` meets the
hypotheses of the f-sum rule, with the unnormalised even one-particle vector as eigenvector of
energy `-t`. -/
theorem f_sum_rule_witness (t U : ℝ) :
    IsCAR dimerMode ∧ (∀ p q, star (link (-(t : ℂ)) p q) = link (-(t : ℂ)) q p) ∧
      hamiltonian dimerMode (link (-(t : ℂ))) (link U) (WithLp.toLp 2 ![0, 1, 1, 0]) =
        ((-t : ℝ) : ℂ) • WithLp.toLp 2 ![0, 1, 1, 0] := by
  refine ⟨⟨fun p q => ?_, fun p q => ?_⟩, fun p q => ?_, ?_⟩
  · simp only [dimerMode]
    rw [← map_mul, ← map_mul, ← map_add, jw_car.anti, map_zero]
  · simp only [dimerMode]
    rw [← map_star, ← map_mul, ← map_mul, ← map_add, jw_car.mixed]
    split_ifs <;> simp
  · fin_cases p <;> fin_cases q <;> simp [link]
  · -- carry the Hamiltonian back to matrices and act on the vector
    have hm : hamiltonian dimerMode (link (-(t : ℂ))) (link U) =
        Matrix.toEuclideanCLM (n := Fin 4) (𝕜 := ℂ)
          (hamiltonian jw (link (-(t : ℂ))) (link U)) := by
      simp only [hamiltonian, oneBody, num, dimerMode, map_add, map_sum, map_smul, map_mul,
        map_star]
    rw [hm, Matrix.toEuclideanCLM_toLp, ← WithLp.toLp_smul]
    congr 1
    ext i
    fin_cases i <;>
      simp [hamiltonian, oneBody, num, link, jw, jwInt, Matrix.mulVec, dotProduct, Matrix.mul_apply,
        Fin.sum_univ_succ, Matrix.star_apply]

end FermionFSumRule
```

```lean
#print axioms FermionFSumRule.f_sum_rule_spectral
```

```
'FermionFSumRule.f_sum_rule_spectral' depends on axioms: [propext, Classical.choice, Quot.sound]
```

## Energies on the left, hopping on the right

If $H$ has a finite orthonormal eigenbasis $b_k$ with energies $\varepsilon_k$, the left side becomes

$$2\sum_k(\varepsilon_k-E)\,|\langle b_k,Xv\rangle|^2 ,$$

a sum of excitation energies weighted by squared dipole transition amplitudes. The right side needs only the hopping amplitudes, the displacements and the one-body density matrix $\langle v,c_pa_qv\rangle$ of the state itself. The interaction enters only through $v$.

In the continuum, the double commutator of the kinetic energy with position is a constant, and the familiar f-sum rule fixes the total strength by the particle number and mass. For the finite set of modes treated here, the right side depends on the state. On an open chain with spacing $d$ and purely nearest-neighbour hopping, it is $-d^2$ times the expectation of the hopping energy when $v$ is normalised.

For finite lattice models with density–density interactions, the rule lets one test the energies and dipole transition amplitudes from a full diagonalisation against the one-body density matrix of a single eigenstate. The sum must include every eigenstate with energy different from $E$ that $Xv$ overlaps, so a few low-lying states are generally not enough.

## A hop moves the position by its displacement

Write $\{A,B\}=AB+BA$. The anticommutation relations are $\{a_p,a_q\}=0$ and $\{a_p,c_q\}=\delta_{pq}$; taking adjoints of the first gives $\{c_p,c_q\}=0$. Expanding the right side below and cancelling verifies

$$\begin{aligned}[][n_r,c_pa_q]={}&c_r\{a_r,c_p\}a_q-c_p\{a_q,c_r\}a_r\\&-\{c_r,c_p\}a_ra_q+c_pc_r\{a_r,a_q\}.\end{aligned}$$

The last two terms vanish, so

$$[n_r,c_pa_q]=(\delta_{rp}-\delta_{rq})\,c_pa_q .$$

This is `number_hop`: `noncomm_ring` checks the expansion, and the relations are then substituted. Multiplying by $x_r$ and summing over $r$ gives `position_hop`,

$$[X,c_pa_q]=(x_p-x_q)\,c_pa_q .$$

For $p=q$ this says that $X$ commutes with every $n_p$, and hence with the whole interaction. Only the hopping contributes to

$$[H,X]=-\sum_{pq}h_{pq}(x_p-x_q)\,c_pa_q .$$

A second commutator supplies the second factor of displacement:

$$[X,[H,X]]=-\sum_{pq}h_{pq}(x_p-x_q)^2\,c_pa_q .$$

In the file, `position_oneBody` performs one such step for arbitrary coefficients, and `double_commutator` applies it twice.

## The eigenvector turns the commutator into an energy

Both operators are self-adjoint. For $X$ this follows from $n_p^\dagger=n_p$ and real $x_p$. For the hopping, $(h_{pq}c_pa_q)^\dagger=h_{qp}c_qa_p$, and exchanging the summation indices restores the original sum. For the interaction, $(n_pn_q)^\dagger=n_qn_p=n_pn_q$, because occupations commute. These are `position_star` and `hamiltonian_star`.

Now expand the double commutator in the state $v$:

$$\langle v,(XHX-X^2H-HX^2+XHX)v\rangle .$$

Self-adjointness of $X$ makes the first and last terms $\langle Xv,HXv\rangle$ each. In the middle terms $H$ acts on $v$, directly or after being moved to the left argument, and each gives $-E\langle Xv,Xv\rangle$. The total is $2\langle Xv,(H-E)Xv\rangle$. In `inner_double_commutator`, the equations `e1`, `e2` and `e3` evaluate these terms and `ring` collects them. Inserting the formula for $[X,[H,X]]$ proves `f_sum_rule`.

For the spectral form, insert the eigenbasis between the two vectors:

$$\begin{aligned}\langle Xv,(H-E)Xv\rangle&=\sum_k\langle Xv,b_k\rangle\langle b_k,(H-E)Xv\rangle\\&=\sum_k(\varepsilon_k-E)|\langle b_k,Xv\rangle|^2 .\end{aligned}$$

The second line moves $H$ onto $b_k$. In `f_sum_rule_spectral`, `b.sum_inner_mul_inner` supplies the first line and the rewrites after it the second.

## What the Lean objects stand for

`IsCAR a` states the anticommutation relations for elements of a complex algebra, with `star (a p)` as the creator. The commutator identities hold at this algebraic level. In `f_sum_rule` the elements are bounded operators on a complex Hilbert space `W`, where `star` is the adjoint. The definitions `oneBody`, `hamiltonian` and `position` are the sums written above, and `hh` is the Hermiticity of $h$. The inner product is conjugate-linear in its first argument.

The sums over $p$ and $q$ run over all ordered pairs. A symmetric $V$ therefore counts each pair of distinct modes twice, while a diagonal entry $V_{pp}$ acts as a one-body energy because $n_p^2=n_p$. A mode label may include spin, with both spin states at the same position, so Hubbard-type models are covered.

The vector $v$ need not be normalised; for nonzero $v$, dividing both sides by $\|v\|^2$ gives expectation values. Nor need it be a ground state, so individual excitation energies $\varepsilon_k-E$ may be negative. The space `W` may be infinite-dimensional in `f_sum_rule`, but the finite eigenbasis makes it finite-dimensional in the spectral form.

Two assumptions limit the physics. The position operator is diagonal in the chosen modes, which generally fails for the orbitals of a molecular calculation. The interaction contains only densities; a general two-body term can move particles and contribute to the double commutator.

## Two sites with explicit numbers

`f_sum_rule_witness` shows that a concrete model meets the hypotheses. It uses two spinless modes, labelled 0 and 1, on $\mathbb C^4$, with hopping $-t$ and the even one-particle vector $(0,1,1,0)$ of energy $-t$. The matrix relations are decided over the integers and carried over to complex matrices and then to operators; the eigenvalue equation is checked component by component. Since `link U` fills both off-diagonal entries of $V$, the doubly occupied state has interaction energy $2U$.

Normalise the vector to $(0,1,1,0)/\sqrt2$ and set $d=x_0-x_1$. Both off-diagonal density-matrix elements are $1/2$, so the right side of the sum rule is $td^2$. On the left, the only contributing transition leads to the odd state $(0,1,-1,0)/\sqrt2$, with excitation energy $2t$ and amplitude $d/2$. This gives $2\cdot2t\cdot d^2/4=td^2$, as required.

## The same argument for density waves

Replace $X$ by $\rho=\sum_p e^{iQx_p}n_p$ with real wave number $Q$. This operator is generally not self-adjoint, so the appropriate double commutator is $[\rho^\dagger,[H,\rho]]$. The same steps lead to

$$\begin{aligned}&\langle\rho v,(H-E)\rho v\rangle+\langle\rho^\dagger v,(H-E)\rho^\dagger v\rangle\\&\quad=-2\sum_{pq}h_{pq}\bigl(1-\cos Q(x_p-x_q)\bigr)\langle v,c_pa_qv\rangle .\end{aligned}$$

This companion identity is derived here by hand and is not part of the Lean file. The squared displacement has become $|e^{iQx_p}-e^{iQx_q}|^2$, and the order $Q^2$ of both sides returns the dipole rule.
